# Two equal masses merge head-on: under Lorentz boosts no fixed product mass conserves Newtonian momentum in every frame, but one conserves relativistic energy and momentum

A collision is represented here by two finite lists of particles, one incoming and one outgoing, each particle having a mass and a velocity. Conservation is a condition that two such lists may or may not satisfy. It is not derived from any dynamics, and the mass of the product is a free number M to be tested against it. A change of frame acts on the velocities by the relativistic addition law and leaves the masses alone.

Motion is along a line and the speed of light is 1. All quantities are real numbers.

```lean
import Mathlib

open Finset

namespace InelasticCollisionFrames

noncomputable section
```

## Velocities, energy and momentum on a line

The Lorentz factor of a particle with velocity u is

γ(u) = 1/√(1 − u²).

The definition accepts any real u; the theorems about boosts require |u| < 1.

```lean
/-- The Lorentz factor of a particle with velocity `u`, in units where light has speed one. -/
def gamma (u : ℝ) : ℝ := 1 / √(1 - u ^ 2)
```

A boost by v sends the velocity u to

u′ = (u + v)/(1 + uv).

The sign is fixed by u = 0, which gives u′ = v: a body at rest acquires the velocity v. The new observer therefore moves with velocity −v relative to the old one.

```lean
/-- The velocity `u` as seen after a boost that gives a body at rest the velocity `v`. -/
def boost (v u : ℝ) : ℝ := (u + v) / (1 + u * v)
```

The energy of a particle of mass m is E = mγ(u), which includes its rest energy m.

```lean
/-- The relativistic energy of a particle of mass `m` and velocity `u`. -/
def energy (m u : ℝ) : ℝ := m * gamma u
```

Its momentum is p = mγ(u)u. Both expressions are taken as definitions. They describe free massive particles; setting m = 0 gives zero energy and momentum, not a photon.

```lean
/-- The relativistic momentum of a particle of mass `m` and velocity `u`. -/
def momentum (m u : ℝ) : ℝ := m * gamma u * u
```

## Two conservation conditions

Let the incoming particles have masses mᵢ and velocities uᵢ, and the outgoing ones masses Mⱼ and velocities wⱼ. Newtonian momentum is conserved when

Σᵢ mᵢuᵢ = Σⱼ Mⱼwⱼ.

In `NewtonConserved` the finite types ι and κ label the two lists, which may differ in length.

```lean
/-- The total Newtonian momentum, mass times velocity, is the same before and after. -/
def NewtonConserved {ι κ : Type*} [Fintype ι] [Fintype κ]
    (m u : ι → ℝ) (M w : κ → ℝ) : Prop :=
  ∑ i, m i * u i = ∑ j, M j * w j
```

Relativistic conservation consists of two equations:

Σᵢ mᵢγ(uᵢ) = Σⱼ Mⱼγ(wⱼ)

Σᵢ mᵢγ(uᵢ)uᵢ = Σⱼ Mⱼγ(wⱼ)wⱼ

Neither condition requires the masses to add up to the same total before and after.

```lean
/-- The total relativistic energy and momentum are the same before and after. -/
def RelConserved {ι κ : Type*} [Fintype ι] [Fintype κ]
    (m u : ι → ℝ) (M w : κ → ℝ) : Prop :=
  ∑ i, energy (m i) (u i) = ∑ j, energy (M j) (w j) ∧
    ∑ i, momentum (m i) (u i) = ∑ j, momentum (M j) (w j)
```

## The Lorentz factor of a boosted velocity

Two positivity facts are needed. If |u| < 1, then 1 − u² = (1 − u)(1 + u) > 0.

```lean
/-- For a velocity below that of light, `1 - u²` is positive. -/
theorem one_sub_sq_pos {u : ℝ} (hu : |u| < 1) : 0 < 1 - u ^ 2 := by
  obtain ⟨h1, h2⟩ := abs_lt.1 hu
  nlinarith
```

If also |v| < 1, then

2(1 + uv) = (1 + u)(1 + v) + (1 − u)(1 − v) > 0,

so the denominator in the boost formula is positive. The two products on the right are the facts supplied to `nlinarith`.

```lean
/-- For two velocities below that of light, the denominator of velocity addition is positive. -/
theorem one_add_mul_pos {u v : ℝ} (hu : |u| < 1) (hv : |v| < 1) : 0 < 1 + u * v := by
  obtain ⟨h1, h2⟩ := abs_lt.1 hu
  obtain ⟨h3, h4⟩ := abs_lt.1 hv
  nlinarith [mul_pos (by linarith : 0 < 1 + u) (by linarith : 0 < 1 + v),
    mul_pos (by linarith : 0 < 1 - u) (by linarith : 0 < 1 - v)]
```

Now expand

(1 + uv)² − (u + v)² = 1 − u² − v² + u²v² = (1 − u²)(1 − v²).

Dividing by (1 + uv)² gives

1 − u′² = (1 − u²)(1 − v²)/(1 + uv)².

Taking the square root, where 1 + uv > 0 settles the sign, and then the reciprocal gives

γ(u′) = γ(v)γ(u)(1 + uv).

In the proof, `key` is the formula for 1 − u′², and the last rewriting takes the root factor by factor.

```lean
/-- For velocities below that of light, the Lorentz factor of a boosted velocity is the product of
the two Lorentz factors times `1 + u v`. -/
theorem gamma_boost {u v : ℝ} (hu : |u| < 1) (hv : |v| < 1) :
    gamma (boost v u) = gamma v * gamma u * (1 + u * v) := by
  have h := one_add_mul_pos hu hv
  have hu2 := one_sub_sq_pos hu
  have hv2 := one_sub_sq_pos hv
  have key : 1 - (boost v u) ^ 2 = (1 - v ^ 2) * (1 - u ^ 2) / (1 + u * v) ^ 2 := by
    have hn := pow_ne_zero 2 h.ne'
    rw [boost, div_pow, eq_div_iff hn, sub_mul, div_mul_cancel₀ _ hn]
    ring
  unfold gamma
  rw [key, Real.sqrt_div (mul_pos hv2 hu2).le, Real.sqrt_mul hv2.le, Real.sqrt_sq h.le,
    one_div_div]
  ring
```

## Energy and momentum transform linearly

Multiplying the last result by m gives

E′ = mγ(v)γ(u)(1 + uv) = γ(v)(E + vp).

For the momentum, (1 + uv)u′ = u + v, so

p′ = mγ(v)γ(u)(u + v) = γ(v)(p + vE).

The cancellation of the denominator is `hb`, and the momentum formula is a multiple of it.

```lean
/-- Under a boost, the energy and momentum of a particle slower than light mix by the Lorentz
transformation. -/
theorem energy_momentum_boost (m : ℝ) {u v : ℝ} (hu : |u| < 1) (hv : |v| < 1) :
    energy m (boost v u) = gamma v * (energy m u + v * momentum m u) ∧
      momentum m (boost v u) = gamma v * (momentum m u + v * energy m u) := by
  have h : 1 + u * v ≠ 0 := (one_add_mul_pos hu hv).ne'
  have hb : (1 + u * v) * boost v u = u + v := by
    unfold boost
    field_simp
  unfold energy momentum
  rw [gamma_boost hu hv]
  constructor
  · ring
  · linear_combination m * gamma v * gamma u * hb
```

The coefficients γ(v) and vγ(v) are the same for every particle, so they can be taken out of a sum. With E and p now denoting totals,

Σᵢ Eᵢ′ = γ(v)(E + vp)

Σᵢ pᵢ′ = γ(v)(p + vE)

The proof distributes the factors over the sums and applies the single-particle law to each term.

```lean
/-- The total energy and momentum of finitely many particles slower than light obey the same Lorentz
transformation as those of a single particle. -/
theorem total_boost {ι : Type*} [Fintype ι] (m : ι → ℝ) {u : ι → ℝ} {v : ℝ}
    (hu : ∀ i, |u i| < 1) (hv : |v| < 1) :
    ∑ i, energy (m i) (boost v (u i)) =
        gamma v * (∑ i, energy (m i) (u i) + v * ∑ i, momentum (m i) (u i)) ∧
      ∑ i, momentum (m i) (boost v (u i)) =
        gamma v * (∑ i, momentum (m i) (u i) + v * ∑ i, energy (m i) (u i)) := by
  constructor
  · rw [Finset.mul_sum, ← Finset.sum_add_distrib, Finset.mul_sum]
    exact Finset.sum_congr rfl fun i _ => (energy_momentum_boost (m i) (hu i) hv).1
  · rw [Finset.mul_sum, ← Finset.sum_add_distrib, Finset.mul_sum]
    exact Finset.sum_congr rfl fun i _ => (energy_momentum_boost (m i) (hu i) hv).2
```

If the incoming and outgoing totals agree in one frame, the right-hand sides agree, and so do the boosted totals. Relativistic conservation thus passes to every boosted frame, for any finite numbers of particles slower than light. The expression `boost v ∘ u` is the list of velocities with each entry boosted.

```lean
/-- If relativistic energy and momentum are conserved in one frame, they are conserved in every
boosted frame, for any finite numbers of incoming and outgoing particles slower than light. -/
theorem relConserved_boost {ι κ : Type*} [Fintype ι] [Fintype κ]
    {m u : ι → ℝ} {M w : κ → ℝ} {v : ℝ} (hu : ∀ i, |u i| < 1) (hw : ∀ j, |w j| < 1)
    (hv : |v| < 1) (h : RelConserved m u M w) :
    RelConserved m (boost v ∘ u) M (boost v ∘ w) := by
  obtain ⟨hE, hP⟩ := h
  have a := total_boost m hu hv
  have b := total_boost M hw hv
  rw [hE, hP] at a
  exact ⟨a.1.trans b.1.symm, a.2.trans b.2.symm⟩
```

This transfer bears on collision simulations that generate an event in the centre-of-momentum frame and boost it to the laboratory; the version here covers free massive particles moving along one line.

Collisions could also have been modelled with the pair (E, p) as the basic datum of a particle and the boost as a linear map on such pairs. The transfer between frames would then follow from linearity alone, and massless particles would be included. For a massive particle, Newtonian momentum would then be expressed through the mass √(E² − p²) and the velocity p/E.

## The product mass required by relativity

Let two particles of mass m with velocities u and −u, where |u| < 1, merge into a body at rest. Since γ(−u) = γ(u), the incoming totals are E = 2mγ(u) and p = 0. The product has energy M and momentum 0. After a boost by v, where |v| < 1, the two balances read

γ(v) · 2mγ(u) = γ(v)M

γ(v)v · 2mγ(u) = γ(v)vM

As γ(v) > 0, the first holds exactly when

M = 2mγ(u),

and the second then follows. The momentum balance alone would not fix M at v = 0, where it reads 0 = 0. The required mass does not contain v, so it is the same in all frames.

In Lean, `![m, m]` and `![u, -u]` list the incoming masses and velocities, while `![M]` and `![0]` describe the single product. The forward direction cancels γ(v) from the energy balance; the reverse direction substitutes M into both equations.

```lean
/-- Equal masses `m` with velocities `u` and `-u` merge into a body at rest. Seen from any
boosted frame, energy and momentum are conserved exactly when the product mass is `2 m γ(u)`. -/
theorem relativistic_merger_iff (m M : ℝ) {u v : ℝ} (hu : |u| < 1) (hv : |v| < 1) :
    RelConserved ![m, m] (boost v ∘ ![u, -u]) ![M] (boost v ∘ ![0]) ↔
      M = 2 * m * gamma u := by
  have h : RelConserved ![m, m] (boost v ∘ ![u, -u]) ![M] (boost v ∘ ![0]) ↔
      (energy m (boost v u) + energy m (boost v (-u)) = energy M (boost v 0) ∧
        momentum m (boost v u) + momentum m (boost v (-u)) = momentum M (boost v 0)) := by
    simp [RelConserved, Fin.sum_univ_two]
  have hn : |(-u)| < 1 := by rwa [abs_neg]
  have h0 : |(0 : ℝ)| < 1 := by simp
  have gn : gamma (-u) = gamma u := by simp [gamma]
  have g0 : gamma 0 = 1 := by simp [gamma]
  have gv : 0 < gamma v := one_div_pos.2 (Real.sqrt_pos.2 (one_sub_sq_pos hv))
  rw [h, (energy_momentum_boost m hu hv).1, (energy_momentum_boost m hn hv).1,
    (energy_momentum_boost M h0 hv).1, (energy_momentum_boost m hu hv).2,
    (energy_momentum_boost m hn hv).2, (energy_momentum_boost M h0 hv).2]
  simp only [energy, momentum, gn, g0]
  constructor
  · rintro ⟨hE, -⟩
    -- the common factor γ(v) drops out of the energy balance
    apply mul_left_cancel₀ gv.ne'
    linear_combination -hE
  · intro hM
    rw [hM]
    constructor <;> ring
```

## The product mass required by Newtonian momentum

The same merger, again with |u| < 1 and seen after a boost by v with |v| < 1, has incoming velocities whose sum is

(u + v)/(1 + uv) + (−u + v)/(1 − uv) = 2v(1 − u²)/(1 − u²v²).

The product moves with velocity v, so Newtonian conservation reads

2mv(1 − u²)/(1 − u²v²) = Mv.

For v ≠ 0 this is equivalent to

M = 2m(1 − u²)/(1 − u²v²),

which depends on v when m and u are nonzero. Under the Galilean rule u′ = u + v the velocities would sum to 2v, and M = 2m would serve in every frame. The conflict comes from combining Newtonian momentum with relativistic velocity addition.

The condition v ≠ 0 is needed. Take m = 1, u = 3/5, v = 0 and M = 2: momentum is conserved, since both sides vanish, yet the formula would demand M = 32/25.

In the proof, `hs` is the sum of the two velocities, and the final line cancels v.

```lean
/-- Equal masses `m` with velocities `u` and `-u` merge into a body at rest. Seen after a boost by
`v ≠ 0`, Newtonian momentum is conserved exactly when the product mass is `2 m (1 - u²) / (1 - u²
v²)`. -/
theorem newton_merger_iff (m M : ℝ) {u v : ℝ} (hu : |u| < 1) (hv : |v| < 1) (hv0 : v ≠ 0) :
    NewtonConserved ![m, m] (boost v ∘ ![u, -u]) ![M] (boost v ∘ ![0]) ↔
      M = 2 * m * (1 - u ^ 2) / (1 - u ^ 2 * v ^ 2) := by
  have h : NewtonConserved ![m, m] (boost v ∘ ![u, -u]) ![M] (boost v ∘ ![0]) ↔
      m * boost v u + m * boost v (-u) = M * boost v 0 := by
    simp [NewtonConserved, Fin.sum_univ_two]
  have hn : |(-u)| < 1 := by rwa [abs_neg]
  have b0 : boost v 0 = v := by simp [boost]
  -- the sum of the two boosted velocities
  have hs : boost v u + boost v (-u) =
      2 * v * (1 - u ^ 2) / ((1 + u * v) * (1 + -u * v)) := by
    unfold boost
    rw [div_add_div _ _ (one_add_mul_pos hu hv).ne' (one_add_mul_pos hn hv).ne']
    congr 1
    ring
  have hd : 1 - u ^ 2 * v ^ 2 = (1 + u * v) * (1 + -u * v) := by ring
  have e : m * (2 * v * (1 - u ^ 2) / ((1 + u * v) * (1 + -u * v))) =
      2 * m * (1 - u ^ 2) / ((1 + u * v) * (1 + -u * v)) * v := by
    simp only [div_eq_mul_inv]
    ring
  rw [h, b0, ← mul_add, hs, hd, e]
  exact ⟨fun k => (mul_right_cancel₀ hv0 k).symm, fun k => by rw [k]⟩
```

To rule out a single M for all frames, compare v = 1/2 with v = 1/3. The two conditions are

M(1 − u²/4) = 2m(1 − u²)

M(1 − u²/9) = 2m(1 − u²)

Subtracting the first from the second gives (5/36)Mu² = 0. Since u ≠ 0, M = 0, and then m(1 − u²) = 0, which is impossible for m ≠ 0 and |u| < 1. These two frames therefore already suffice for the contradiction; `a` and `b` are their conditions.

```lean
/-- Equal nonzero masses `m` with velocities `u` and `-u`, where `0 < |u| < 1`, merge into a body at
rest. No single product mass makes Newtonian momentum conserved in all boosted frames. -/
theorem no_newtonian_product_mass {m u : ℝ} (hm : m ≠ 0) (hu0 : u ≠ 0) (hu : |u| < 1) :
    ¬ ∃ M : ℝ, ∀ v : ℝ, |v| < 1 →
      NewtonConserved ![m, m] (boost v ∘ ![u, -u]) ![M] (boost v ∘ ![0]) := by
  rintro ⟨M, h⟩
  have hp := one_sub_sq_pos hu
  have h2 : |(1 / 2 : ℝ)| < 1 := by rw [abs_lt]; norm_num
  have h3 : |(1 / 3 : ℝ)| < 1 := by rw [abs_lt]; norm_num
  -- compare the masses demanded by two different frames
  have a := (newton_merger_iff m M hu h2 (by norm_num)).1 (h _ h2)
  have b := (newton_merger_iff m M hu h3 (by norm_num)).1 (h _ h3)
  have d2 : 0 < 1 - u ^ 2 * (1 / 2 : ℝ) ^ 2 := by nlinarith [sq_nonneg u]
  have d3 : 0 < 1 - u ^ 2 * (1 / 3 : ℝ) ^ 2 := by nlinarith [sq_nonneg u]
  rw [eq_div_iff d2.ne'] at a
  rw [eq_div_iff d3.ne'] at b
  have hMu : M * u ^ 2 = 0 := by linear_combination (36 / 5) * (b - a)
  have hM : M = 0 := (mul_eq_zero.1 hMu).resolve_right (pow_ne_zero 2 hu0)
  rw [hM] at a
  have hz : m * (1 - u ^ 2) = 0 := by linear_combination (-1 / 2) * a
  exact mul_ne_zero hm hp.ne' hz
```

## Unit masses at ±3/5

Take m = 1 and u = 3/5. Then 1 − u² = 16/25 and γ(3/5) = 5/4. In the frame where the product is at rest,

3/5 − 3/5 = 0 = 2 · 0,

so Newtonian momentum balances with product mass 2. It would balance there with any product mass; the value 2 stands for the Newtonian assumption that masses add. The relativistic balances with M = 5/2 are

5/4 + 5/4 = 5/2

(5/4)(3/5) − (5/4)(3/5) = 0

The excess 5/2 − 2 = 1/2 is the kinetic energy of the incoming particles, 1/4 each, which has become rest energy of the product.

Now boost by v = 3/5. The incoming velocities become

(3/5 + 3/5)/(1 + 9/25) = 15/17

(−3/5 + 3/5)/(1 − 9/25) = 0

and the product moves at 3/5. The Newtonian momentum is 15/17 before the merger and 2 · 3/5 = 6/5 after it, so it is not conserved. For the relativistic quantities, γ(15/17) = 17/8, and

energy: 17/8 + 1 = 25/8 = (5/2)(5/4)

momentum: (17/8)(15/17) = 15/8 = (5/2)(5/4)(3/5)

Both balance.

The theorem joins five statements: the product acquires velocity 3/5, Newtonian momentum balances before the boost and fails to balance after it, and the relativistic pair balances before and after. The proof evaluates the rest-frame balances directly. For the boosted frame it uses the two mass criteria: Newtonian conservation would require M = 25/17, not 2, whereas the relativistic condition 2γ(3/5) = 5/2 is met.

```lean
/-- Unit masses with velocities `3/5` and `-3/5` merge at rest. After a boost giving the product
velocity `3/5`, Newtonian momentum with product mass `2` is no longer conserved, whereas
relativistic energy and momentum with product mass `5/2` are conserved in both frames. -/
theorem newtonian_momentum_counterexample :
    boost (3 / 5) 0 = 3 / 5 ∧
    NewtonConserved ![1, 1] ![3 / 5, -(3 / 5)] ![2] ![0] ∧
    ¬ NewtonConserved ![1, 1] (boost (3 / 5) ∘ ![3 / 5, -(3 / 5)])
        ![2] (boost (3 / 5) ∘ ![0]) ∧
    RelConserved ![1, 1] ![3 / 5, -(3 / 5)] ![5 / 2] ![0] ∧
    RelConserved ![1, 1] (boost (3 / 5) ∘ ![3 / 5, -(3 / 5)])
        ![5 / 2] (boost (3 / 5) ∘ ![0]) := by
  have hv : |(3 / 5 : ℝ)| < 1 := by rw [abs_lt]; norm_num
  have g : gamma (3 / 5) = 5 / 4 := by
    rw [gamma, show (1 : ℝ) - (3 / 5) ^ 2 = (4 / 5) ^ 2 by norm_num,
      Real.sqrt_sq (by norm_num)]
    norm_num
  have gn : gamma (-(3 / 5)) = 5 / 4 := by
    rw [← g]
    simp [gamma]
  have g0 : gamma 0 = 1 := by simp [gamma]
  refine ⟨by simp [boost], by simp [NewtonConserved, Fin.sum_univ_two], ?_, ?_, ?_⟩
  · intro h
    have k := (newton_merger_iff 1 2 hv hv (by norm_num)).1 h
    norm_num at k
  · have h : energy 1 (3 / 5) + energy 1 (-(3 / 5)) = energy (5 / 2) 0 ∧
        momentum 1 (3 / 5) + momentum 1 (-(3 / 5)) = momentum (5 / 2) 0 := by
      simp only [energy, momentum, g, gn, g0]
      norm_num
    simpa [RelConserved, Fin.sum_univ_two] using h
  · exact (relativistic_merger_iff 1 (5 / 2) hv hv).2 (by rw [g]; norm_num)

end

end InelasticCollisionFrames
```

```lean
#print axioms InelasticCollisionFrames.relConserved_boost
#print axioms InelasticCollisionFrames.no_newtonian_product_mass
#print axioms InelasticCollisionFrames.newtonian_momentum_counterexample
```

```
'InelasticCollisionFrames.relConserved_boost' depends on axioms: [propext, Classical.choice, Quot.sound]
'InelasticCollisionFrames.no_newtonian_product_mass' depends on axioms: [propext, Classical.choice, Quot.sound]
'InelasticCollisionFrames.newtonian_momentum_counterexample' depends on axioms: [propext, Classical.choice, Quot.sound]
```
